# Exciting one orbital in an ordered product of distinct creators replaces it in place, without a sign

A Slater determinant is represented here by an ordered list of orbitals, not by a set of occupied ones, so that an excited determinant can keep the new orbital in the position of the old one. For orthonormal spin orbitals with creators `c` and annihilators `a`, the excitation operator `c q * a (p k)` then replaces `p k` by `q` without a sign whenever the orbitals in the original list are distinct.

```lean
import Mathlib

open Matrix

namespace InPlaceExcitation

variable {ι V : Type*} [DecidableEq ι] [AddCommGroup V] [Module ℂ V]

/-- Annihilators `a p` and creators `c p` obey the fermionic anticommutation relations,
and every annihilator kills the vector `vac`. -/
structure FermiModes (a c : ι → Module.End ℂ V) (vac : V) : Prop where
  ann_cre : ∀ p q, a p * c q + c q * a p = if p = q then 1 else 0
  cre_cre : ∀ p q, c p * c q + c q * c p = 0
  ann_ann : ∀ p q, a p * a q + a q * a p = 0
  ann_vac : ∀ p, a p vac = 0

/-- The ordered product of creators `c (p 0) ⋯ c (p (n-1))` applied to the vacuum. -/
def slater {ι V : Type*} [AddCommGroup V] [Module ℂ V]
    (c : ι → Module.End ℂ V) (vac : V) : {n : ℕ} → (Fin n → ι) → V
  | 0, _ => vac
  | _ + 1, p => c (p 0) (slater c vac (fun i => p i.succ))

variable {a c : ι → Module.End ℂ V} {vac : V}

/-- The mixed anticommutation relation, applied to a vector. -/
theorem ann_cre_apply (h : FermiModes a c vac) (r s : ι) (w : V) :
    a r (c s w) + c s (a r w) = if s = r then w else 0 := by
  have h1 := LinearMap.congr_fun (h.ann_cre r s) w
  by_cases hs : s = r
  · subst hs
    simpa using h1
  · simpa [hs, Ne.symm hs] using h1

/-- An excitation operator `c q * a r` moves past a creator `c s` without a sign,
leaving behind `c q` when `s = r`. -/
theorem excitation_past_creator (h : FermiModes a c vac) (q r s : ι) (w : V) :
    c q (a r (c s w)) = (if s = r then c q w else 0) + c s (c q (a r w)) := by
  have h1 : a r (c s w) = (if s = r then w else 0) - c s (a r w) := by
    rw [← ann_cre_apply h r s w]
    abel
  have h2 : c q (c s (a r w)) + c s (c q (a r w)) = 0 :=
    LinearMap.congr_fun (h.cre_cre q s) (a r w)
  -- the two signs, one from each exchange, cancel
  rw [h1, map_sub, eq_neg_of_add_eq_zero_left h2, sub_neg_eq_add]
  split_ifs <;> simp

/-- For any tuple of orbitals, repeated or not, `c q * a r` acts on the ordered product as the
sum over all positions holding `r` of the product with that entry replaced by `q`. -/
theorem excitation_slater (h : FermiModes a c vac) (q r : ι) {n : ℕ} (p : Fin n → ι) :
    c q (a r (slater c vac p)) =
      ∑ k, if p k = r then slater c vac (Function.update p k q) else 0 := by
  induction n with
  | zero => simp [slater, h.ann_vac]
  | succ n ih =>
    -- replacing the first entry changes only the leftmost creator
    have h0 : slater c vac (Function.update p 0 q) =
        c q (slater c vac (fun i => p i.succ)) := by
      simp [slater, Fin.succ_ne_zero]
    -- replacing a later entry happens inside the remaining product
    have h1 : ∀ k : Fin n, slater c vac (Function.update p k.succ q) =
        c (p 0) (slater c vac (Function.update (fun i => p i.succ) k q)) := by
      intro k
      have e : (fun i : Fin n => Function.update p k.succ q i.succ) =
          Function.update (fun i => p i.succ) k q := by
        funext i
        simp [Function.update_apply, Fin.succ_inj]
      have e0 : Function.update p k.succ q 0 = p 0 :=
        Function.update_of_ne (Fin.succ_ne_zero k).symm _ _
      change c (Function.update p k.succ q 0)
        (slater c vac (fun i : Fin n => Function.update p k.succ q i.succ)) = _
      rw [e, e0]
    change c q (a r (c (p 0) (slater c vac (fun i => p i.succ)))) = _
    rw [excitation_past_creator h, ih, Fin.sum_univ_succ, h0, map_sum]
    congr 1
    refine Finset.sum_congr rfl fun k _ => ?_
    rw [h1]
    split_ifs <;> simp

/-- Main theorem: for distinct orbitals, `c q * a (p k)` replaces `p k` by `q` in its place in
the ordered product, without any sign. -/
theorem single_excitation (h : FermiModes a c vac) {n : ℕ} {p : Fin n → ι}
    (hp : Function.Injective p) (k : Fin n) (q : ι) :
    c q (a (p k) (slater c vac p)) = slater c vac (Function.update p k q) := by
  rw [excitation_slater h, Finset.sum_eq_single k]
  · simp
  · intro j _ hj
    exact if_neg fun e => hj (hp e)
  · intro hk
    exact absurd (Finset.mem_univ k) hk

/-- For distinct orbitals and positions `k ≠ l`, the double excitation `c q * c s * a (p l) * a (p
k)` replaces `p k` by `q` and `p l` by `s`, each in its place and without any sign. -/
theorem double_excitation (h : FermiModes a c vac) {n : ℕ} {p : Fin n → ι}
    (hp : Function.Injective p) {k l : Fin n} (hkl : k ≠ l) (q s : ι) :
    c q (c s (a (p l) (a (p k) (slater c vac p)))) =
      slater c vac (Function.update (Function.update p l s) k q) := by
  -- after the first replacement, `p k` sits at position `k`, and also at `l` if `s = p k`
  have hsum : c q (a (p k) (slater c vac (Function.update p l s))) =
      slater c vac (Function.update (Function.update p l s) k q) +
        if s = p k then slater c vac (Function.update p l q) else 0 := by
    rw [excitation_slater h]
    have e : ∀ j : Fin n, (if Function.update p l s j = p k then
        slater c vac (Function.update (Function.update p l s) j q) else 0) =
        (if j = k then slater c vac (Function.update (Function.update p l s) k q) else 0) +
        (if j = l then (if s = p k then slater c vac (Function.update p l q) else 0)
          else 0) := by
      intro j
      by_cases hj : j = l
      · subst hj
        simp [Ne.symm hkl]
      · by_cases hjk : j = k
        · subst hjk
          simp [hj]
        · simp [hj, hjk, hp.eq_iff]
    rw [Finset.sum_congr rfl fun j _ => e j, Finset.sum_add_distrib]
    simp
  have h4 : a (p l) (a (p k) (slater c vac p)) + a (p k) (a (p l) (slater c vac p)) = 0 :=
    LinearMap.congr_fun (h.ann_ann (p l) (p k)) (slater c vac p)
  have h5 : c s (a (p k) (a (p l) (slater c vac p))) =
      (if s = p k then a (p l) (slater c vac p) else 0) -
        a (p k) (c s (a (p l) (slater c vac p))) := by
    rw [← ann_cre_apply h (p k) s (a (p l) (slater c vac p))]
    abel
  rw [eq_neg_of_add_eq_zero_left h4, map_neg, map_neg, h5, map_sub,
    single_excitation h hp l s, hsum]
  -- the contraction between `c s` and `a (p k)` cancels the extra term
  by_cases hs : s = p k
  · rw [if_pos hs, if_pos hs, single_excitation h hp l q]
    abel
  · rw [if_neg hs, if_neg hs, map_zero]
    abel

/-- Creating a particle in an orbital already present in the ordered product gives zero. -/
theorem create_occupied (h : FermiModes a c vac) {n : ℕ} (p : Fin n → ι) (j : Fin n) :
    c (p j) (slater c vac p) = 0 := by
  induction n with
  | zero => exact j.elim0
  | succ n ih =>
    have h1 : ∀ s w, c s (c (p 0) w) + c (p 0) (c s w) = 0 :=
      fun s w => LinearMap.congr_fun (h.cre_cre s (p 0)) w
    change c (p j) (c (p 0) (slater c vac (fun i => p i.succ))) = 0
    refine Fin.cases ?_ (fun i => ?_) j
    · have h2 := h1 (p 0) (slater c vac (fun i => p i.succ))
      rw [← two_smul ℂ] at h2
      exact (smul_eq_zero.mp h2).resolve_left two_ne_zero
    · have h2 := h1 (p i.succ) (slater c vac (fun i => p i.succ))
      rw [ih (fun i => p i.succ) i, map_zero, add_zero] at h2
      exact h2

/-- Pauli blocking: an excitation from `p k` into a different orbital `p j` of the same
ordered product gives zero. -/
theorem excitation_blocked (h : FermiModes a c vac) {n : ℕ} (p : Fin n → ι) {j k : Fin n}
    (hjk : p j ≠ p k) : c (p j) (a (p k) (slater c vac p)) = 0 := by
  have h1 := ann_cre_apply h (p k) (p j) (slater c vac p)
  rwa [create_occupied h, map_zero, zero_add, if_neg hjk] at h1

/-- Matrices of the two annihilators in the basis: empty, first mode filled, second mode
filled, both filled. -/
def annMat : Fin 2 → Matrix (Fin 4) (Fin 4) ℂ :=
  ![!![0, 1, 0, 0; 0, 0, 0, 0; 0, 0, 0, 1; 0, 0, 0, 0],
    !![0, 0, 1, 0; 0, 0, 0, -1; 0, 0, 0, 0; 0, 0, 0, 0]]

/-- The matrices `annMat` and their transposes, acting on `ℂ⁴`, satisfy the relations of
`FermiModes` with a nonzero vacuum vector. -/
theorem fermiModes_witness :
    FermiModes (fun p => (Matrix.toLinAlgEquiv' (annMat p) : Module.End ℂ (Fin 4 → ℂ)))
      (fun p => Matrix.toLinAlgEquiv' (annMat p)ᵀ) ![1, 0, 0, 0] ∧
    (![1, 0, 0, 0] : Fin 4 → ℂ) ≠ 0 := by
  have h1 : ∀ p q, annMat p * (annMat q)ᵀ + (annMat q)ᵀ * annMat p =
      if p = q then 1 else 0 := by
    intro p q
    ext i j
    simp only [Matrix.add_apply, Matrix.mul_apply, Matrix.transpose_apply, Fin.sum_univ_four]
    fin_cases p <;> fin_cases q <;> fin_cases i <;> fin_cases j <;> simp [annMat]
  have h2 : ∀ p q, annMat p * annMat q + annMat q * annMat p = 0 := by
    intro p q
    ext i j
    fin_cases p <;> fin_cases q <;> fin_cases i <;> fin_cases j <;>
      simp [annMat]
  have h3 : ∀ p q, (annMat p)ᵀ * (annMat q)ᵀ + (annMat q)ᵀ * (annMat p)ᵀ = 0 := by
    intro p q
    rw [← Matrix.transpose_mul, ← Matrix.transpose_mul, ← Matrix.transpose_add, h2 q p,
      Matrix.transpose_zero]
  refine ⟨⟨fun p q => ?_, fun p q => ?_, fun p q => ?_, fun p => ?_⟩, fun h => ?_⟩
  · simp only [← map_mul, ← map_add, h1]
    split_ifs
    · exact map_one _
    · exact map_zero _
  · simp only [← map_mul, ← map_add, h3]
    exact map_zero _
  · simp only [← map_mul, ← map_add, h2]
    exact map_zero _
  · ext i
    fin_cases p <;> fin_cases i <;>
      simp [annMat, Matrix.toLinAlgEquiv'_apply, Matrix.mulVec, dotProduct, Fin.sum_univ_four]
  · simpa using congrFun h 0

end InPlaceExcitation
```

```lean
#print axioms InPlaceExcitation.single_excitation
-- 'InPlaceExcitation.single_excitation' depends on axioms: [propext, Classical.choice, Quot.sound]
#print axioms InPlaceExcitation.double_excitation
-- 'InPlaceExcitation.double_excitation' depends on axioms: [propext, Classical.choice, Quot.sound]
#print axioms InPlaceExcitation.excitation_blocked
-- 'InPlaceExcitation.excitation_blocked' depends on axioms: [propext, Classical.choice, Quot.sound]
```

## Ordered products and the algebra behind them

Write c(q) for the creator and a(r) for the annihilator of a mode, and δ(s,r) for 1 if s = r and 0 otherwise. A list p has entries p(0), …, p(n−1), and its ordered product is

D(p) = c(p(0)) c(p(1)) ⋯ c(p(n−1)) vac.

In Lean, p is a function `Fin n → ι`, D(p) is `slater c vac p`, and the empty list gives `vac`. The list with entry k replaced by q, written p[k→q], is `Function.update p k q`. Distinctness of the orbitals is `Function.Injective p`.

The structure `FermiModes` contains the three anticommutation relations and the condition that every annihilator kills `vac`. If each c(p) is the adjoint of a(p), the δ in the mixed relation means that the spin orbitals are orthonormal; a non-orthogonal basis would then put an overlap matrix there. The operators are linear maps on a complex vector space, and their product is composition. The set of labels may be infinite, but each list is finite.

No inner product is assumed, so c(p) is not required to be the adjoint of a(p). The vector `vac` is not required to be nonzero either; if it is zero, every D(p) is zero and the identities for ordered products hold trivially. The theorem `fermiModes_witness` supplies a case with a nonzero vacuum: two modes on ℂ⁴, with explicit matrices as annihilators and their transposes as creators. Its proof checks the mixed relation and the annihilator relation entry by entry, obtains the creator relation by transposition, and carries all three over to the linear maps.

## Two exchanges, two signs

The mixed relation gives a(r) c(s) = δ(s,r) − c(s) a(r). Multiplying by c(q) from the left and exchanging the two creators gives

c(q) a(r) c(s) = δ(s,r) c(q) − c(q) c(s) a(r)
= δ(s,r) c(q) + c(s) c(q) a(r).

The minus signs from the two exchanges cancel. This is `excitation_past_creator`, which uses the mixed relation in the form `ann_cre_apply`.

Induction on n now gives, for every list, repeated entries included,

c(q) a(r) D(p) = Σₖ δ(p(k),r) D(p[k→q]).

For n = 0 the left side vanishes because a(r) vac = 0, and the sum is empty. For a list of length n+1, let p′ be the list without its first entry, so that p′(i) = p(i+1). Then

c(q) a(r) D(p) = δ(p(0),r) c(q) D(p′) + c(p(0)) c(q) a(r) D(p′).

The first term is δ(p(0),r) D(p[0→q]). By the induction hypothesis, the second is

Σᵢ δ(p′(i),r) c(p(0)) D(p′[i→q]) = Σᵢ δ(p(i+1),r) D(p[i+1→q]).

Together they form the sum over all positions. In the proof of `excitation_slater`, `h0` and `h1` identify these two kinds of replacement, and `Fin.sum_univ_succ` separates position 0 from the rest.

If the entries are distinct and r = p(k), only position k contributes:

c(q) a(p(k)) D(p) = D(p[k→q]).

This is `single_excitation`, where `Finset.sum_eq_single k` removes the other terms. The target q is unrestricted. If q = p(k), the list is unchanged; if q occupies another position, both sides are zero.

A sign can appear if the new list is afterwards sorted. For example,

c(3) a(1) c(1) c(2) vac = c(3) c(2) vac = −c(2) c(3) vac.

## Double excitations and the cancelling contraction

For distinct orbitals and positions k ≠ l, `double_excitation` states

c(q) c(s) a(p(l)) a(p(k)) D(p) = D(p[l→s][k→q]).

Exchanging the annihilators, and then c(s) with a(p(k)), turns the left side into

−δ(s,p(k)) c(q) a(p(l)) D(p) + c(q) a(p(k)) c(s) a(p(l)) D(p).

By the single-excitation result, the first term is −δ(s,p(k)) D(p[l→q]), and in the second c(s) a(p(l)) D(p) = D(p[l→s]). This new list has p(k) at position k, and also at position l if s = p(k). The sum formula therefore gives

c(q) a(p(k)) D(p[l→s]) = D(p[l→s][k→q]) + δ(s,p(k)) D(p[l→q]).

The two δ terms cancel, so neither q nor s needs to be restricted to empty orbitals. In Lean, `h4` and `h5` make the two exchanges, `hsum` evaluates the sum, and the final case split on `s = p k` performs the cancellation.

## Pauli blocking

Creating an orbital already in the list gives zero, by `create_occupied`. If the orbital is the first entry, the creator relation reads 2 c(p(0)) c(p(0)) = 0, and the factor 2 can be divided out. If it stands later, its creator moves past c(p(0)) with a sign and meets a shorter product that vanishes by induction.

Consequently, for p(j) ≠ p(k),

c(p(j)) a(p(k)) D(p) = −a(p(k)) c(p(j)) D(p) = 0.

This is `excitation_blocked`, which does not assume that the whole list is distinct.

## Signs in CI and coupled-cluster expansions

In a configuration-interaction (CI) expansion about a single determinant D(p) of orthonormal spin orbitals, an amplitude multiplying c(q) a(p(k)), with q an empty orbital, is the coefficient of D(p[k→q]) with no extra sign, provided the excited determinants are written in this in-place order. The same holds for the single excitations in the linear term of the coupled-cluster exponential. The theorems concern the action of the operators; they do not determine amplitudes or expand the coupled-cluster exponential.

The same induction also works for bosons. With commutators in place of anticommutators, neither exchange produces a sign, and c(q) a(r) moves past c(s) by the same rule. The sum formula keeps its form, but repeated labels now matter: if r occurs m times, the result is m times the product with one r replaced by q.
